# The Lloyd trace in screened KKR splits into a reference part and a screened part

In multiple-scattering theory, an electron in a solid travels freely between atoms and scatters at each one. Free propagation is long-ranged, so the matrix \(g\) of structure constants couples distant sites. Screened KKR therefore measures scattering relative to a reference system, often an array of repulsive potentials, whose propagation decays quickly at the energies of interest. The density of states, however, is wanted for the real system relative to free space. Its multiple-scattering part is obtained from the trace \(L(1-gt)\) defined below. How does the reference enter that trace?

Let \(t\) and \(r\), finite matrices like \(g\), hold the single-site \(t\)-matrices of the real and reference systems, and let a prime denote \(d/dE\). With

\[
G_r=(1-gr)^{-1}g,\qquad L(M)=\operatorname{Tr}(M^{-1}M'),
\]

the answer is

\[
L(1-gt)=L(1-gr)+L\bigl(1-G_r(t-r)\bigr),
\]

at any energy where \(g,t,r\) are complex differentiable and \(1-gt\) and \(1-gr\) are invertible.

## Matrices, screening and the Lloyd trace

In Lean 4 with Mathlib:

```lean
import Mathlib

open Matrix Filter Topology
open scoped Matrix.Norms.Operator

namespace ScreenedKKRLloyd

noncomputable section

variable {n : Type*} [Fintype n] [DecidableEq n]
```

The type `n` is a finite index set, which physically labels pairs of site and angular momentum, with the angular momentum cut off. For a crystal, one reads the matrices at a fixed Bloch vector. The opened operator norm gives differentiation of matrices a meaning; in finite dimension the choice of norm does not affect which functions are differentiable.

```lean
/-- The structural Green function of the reference system with scattering matrix `r`,
`Gr = (1 - g r)⁻¹ g`. -/
def screenedG (g r : Matrix n n ℂ) : Matrix n n ℂ := (1 - g * r)⁻¹ * g
```

This is \(G_r=(1-gr)^{-1}g\) for fixed matrices. `Matrix n n ℂ` is the type of complex square matrices indexed by `n`. Nothing requires `r` to be site-diagonal or repulsive, and the spatial decay of \(G_r\) plays no role in the algebra.

```lean
/-- The Lloyd trace `L(M) = Tr (M⁻¹ M')` of an energy-dependent matrix, at energy `E`. -/
def lloyd (M : ℂ → Matrix n n ℂ) (E : ℂ) : ℂ := trace ((M E)⁻¹ * deriv M E)
```

Here `M` is a function of complex energy, and `lloyd M E` is \(\operatorname{Tr}\bigl(M(E)^{-1}M'(E)\bigr)\). Jacobi's formula, which is neither proved nor used in this file, identifies this trace with \((\det M)'/\det M\). For \(M=1-gt\), its imaginary part, as \(E\) approaches the real axis from above, gives the multiple-scattering contribution to the density of states, up to a prefactor fixed by convention; for a crystal, one also averages over Bloch vectors. The single-site contributions are separate.

## Factorizing the KKR matrix

```lean
/-- The screened structural Green function solves `(1 - g r) Gr = g`. -/
theorem reference_equation {g r : Matrix n n ℂ} (h : IsUnit (1 - g * r)) :
    (1 - g * r) * screenedG g r = g := by
  have hi : (1 - g * r) * (1 - g * r)⁻¹ = 1 :=
    Matrix.mul_nonsing_inv _ ((Matrix.isUnit_iff_isUnit_det _).mp h)
  unfold screenedG
  rw [← Matrix.mul_assoc, hi, Matrix.one_mul]
```

`IsUnit (1 - g * r)` says that \(1-gr\) is invertible: the homogeneous multiple-scattering equation \(x=grx\) of the reference system has only the solution \(x=0\) at this energy. Multiplying the definition of \(G_r\) by \(1-gr\) from the left gives

\[
(1-gr)G_r=g.
\]

```lean
/-- The KKR matrix factorizes into the KKR matrix of the reference system and a screened KKR matrix
in which `t` enters only through the difference `t - r`. -/
theorem kkr_factorization {g r : Matrix n n ℂ} (t : Matrix n n ℂ)
    (h : IsUnit (1 - g * r)) :
    1 - g * t = (1 - g * r) * (1 - screenedG g r * (t - r)) := by
  have e : ∀ A G D : Matrix n n ℂ, A * (1 - G * D) = A - (A * G) * D := by
    intro A G D
    noncomm_ring
  rw [e, reference_equation h]
  noncomm_ring
```

Expand the right-hand side and use the previous equation:

\[
(1-gr)\bigl(1-G_r(t-r)\bigr)=1-gr-g(t-r)=1-gt.
\]

The auxiliary statement `e` isolates the product \((1-gr)G_r\), so that it can be replaced by \(g\). The tactic `noncomm_ring` then does the remaining algebra without exchanging the order of matrices. Invertibility of \(1-gt\) is not needed.

```lean
/-- The KKR determinant is the product of the reference determinant and the screened
determinant. -/
theorem kkr_det_factorization {g r : Matrix n n ℂ} (t : Matrix n n ℂ)
    (h : IsUnit (1 - g * r)) :
    (1 - g * t).det = (1 - g * r).det * (1 - screenedG g r * (t - r)).det := by
  rw [kkr_factorization t h, Matrix.det_mul]
```

Taking determinants gives

\[
\det(1-gt)=\det(1-gr)\,\det\bigl(1-G_r(t-r)\bigr).
\]

Since the first factor on the right is nonzero, the KKR determinant vanishes exactly when the screened one does.

```lean
/-- A matrix `G` solves the Dyson equation with free propagation `g` and scatterers `t` exactly
when it solves the Dyson equation with screened propagation `Gr` and scatterers `t - r`. -/
theorem dyson_iff_screened_dyson {g r : Matrix n n ℂ} (t G : Matrix n n ℂ)
    (h : IsUnit (1 - g * r)) :
    G = g + g * t * G ↔ G = screenedG g r + screenedG g r * (t - r) * G := by
  -- the two residuals differ by the invertible factor `1 - g r`
  have key : (1 - g * r) * (G - (screenedG g r + screenedG g r * (t - r) * G))
      = G - (g + g * t * G) := by
    have e : ∀ A S D : Matrix n n ℂ,
        A * (G - (S + S * D * G)) = A * G - (A * S + (A * S) * D * G) := by
      intro A S D
      noncomm_ring
    rw [e, reference_equation h]
    noncomm_ring
  constructor
  · intro hG
    have h0 := key.trans (sub_eq_zero.mpr hG)
    exact sub_eq_zero.mp (h.mul_right_eq_zero.mp h0)
  · intro hG
    have h0 := key.symm.trans (h.mul_right_eq_zero.mpr (sub_eq_zero.mpr hG))
    exact sub_eq_zero.mp h0
```

The same factor relates the two Dyson equations. For any matrix \(G\),

\[
\begin{aligned}
(1-gr)\bigl[G-G_r-G_r(t-r)G\bigr]
&=G-grG-g-g(t-r)G\\
&=G-g-gtG.
\end{aligned}
\]

This is `key`. An invertible matrix times a residual is zero exactly when the residual is zero, so the equations have the same solutions. The two halves after `constructor` are the two directions of the equivalence `↔`. The theorem does not say that a solution exists.

## Differentiating the product

```lean
/-- The Lloyd trace of a product of invertible, differentiable energy-dependent matrices is the sum
of their Lloyd traces. -/
theorem lloyd_mul {A B : ℂ → Matrix n n ℂ} {E : ℂ}
    (hA : DifferentiableAt ℂ A E) (hB : DifferentiableAt ℂ B E)
    (uA : IsUnit (A E)) (uB : IsUnit (B E)) :
    lloyd (fun z => A z * B z) E = lloyd A E + lloyd B E := by
  have hd : deriv (fun z => A z * B z) E = deriv A E * B E + A E * deriv B E :=
    (hA.hasDerivAt.mul hB.hasDerivAt).deriv
  have iA : (A E)⁻¹ * A E = 1 :=
    Matrix.nonsing_inv_mul _ ((Matrix.isUnit_iff_isUnit_det _).mp uA)
  have iB : B E * (B E)⁻¹ = 1 :=
    Matrix.mul_nonsing_inv _ ((Matrix.isUnit_iff_isUnit_det _).mp uB)
  have e : (B E)⁻¹ * (A E)⁻¹ * (deriv A E * B E + A E * deriv B E)
      = (B E)⁻¹ * ((A E)⁻¹ * deriv A E * B E)
        + (B E)⁻¹ * (((A E)⁻¹ * A E) * deriv B E) := by
    simp only [Matrix.mul_add, Matrix.mul_assoc]
  unfold lloyd
  -- cyclicity of the trace removes `B` from the first term
  rw [hd, Matrix.mul_inv_rev, e, iA, Matrix.one_mul, Matrix.trace_add,
    Matrix.trace_mul_comm (B E)⁻¹ ((A E)⁻¹ * deriv A E * B E),
    Matrix.mul_assoc ((A E)⁻¹ * deriv A E) (B E) (B E)⁻¹, iB, Matrix.mul_one]
```

`DifferentiableAt ℂ A E` means complex differentiability at the point \(E\). For invertible \(A\) and \(B\), the product rule gives

\[
(AB)^{-1}(AB)'=B^{-1}A^{-1}(A'B+AB')
=B^{-1}A^{-1}A'B+B^{-1}B'.
\]

Under the trace, cyclicity moves \(B\) next to \(B^{-1}\) in the first term, leaving

\[
L(AB)=L(A)+L(B).
\]

In the proof, `hd` is the product rule, `e` distributes the product, and `Matrix.trace_mul_comm` is the cyclic step.

```lean
/-- The Lloyd trace at `E` depends only on the matrix function near `E`. -/
theorem lloyd_congr {M N : ℂ → Matrix n n ℂ} {E : ℂ} (h : M =ᶠ[𝓝 E] N) :
    lloyd M E = lloyd N E := by
  have hd : deriv M E = deriv N E := h.deriv_eq
  have h0 : M E = N E := h.eq_of_nhds
  unfold lloyd
  rw [hd, h0]
```

The notation `M =ᶠ[𝓝 E] N` means that \(M\) and \(N\) agree throughout some neighbourhood of \(E\). They then have the same value and derivative at \(E\), hence the same Lloyd trace. Agreement at \(E\) alone would not fix the derivative.

```lean
/-- The screened structural Green function is differentiable in energy wherever the reference KKR
matrix is invertible and `g` and `r` are differentiable. -/
theorem differentiableAt_screenedG {g r : ℂ → Matrix n n ℂ} {E : ℂ}
    (hg : DifferentiableAt ℂ g E) (hr : DifferentiableAt ℂ r E)
    (h : IsUnit (1 - g E * r E)) :
    DifferentiableAt ℂ (fun z => screenedG (g z) (r z)) E := by
  have hs : DifferentiableAt ℂ (fun z => 1 - g z * r z) E := (hg.mul hr).const_sub 1
  have hi : DifferentiableAt ℂ (fun z => (1 - g z * r z)⁻¹) E := by
    simp only [Matrix.nonsing_inv_eq_ringInverse]
    exact DifferentiableAt.comp (f := fun z => 1 - g z * r z) E
      (differentiableAt_inverse h) hs
  exact hi.mul hg
```

The product rule makes \(1-gr\) differentiable. Matrix inversion is differentiable at an invertible matrix, with

\[
(M^{-1})'=-M^{-1}M'M^{-1}.
\]

The chain rule and one more product then give differentiability of \(G_r=(1-gr)^{-1}g\). The proof follows these steps as `hs`, `hi` and the last line.

## The Lloyd identity and a change of reference

```lean
/-- Lloyd formula of screened KKR: the Lloyd trace of the full system is that of the
reference system plus that of the screened KKR matrix. -/
theorem lloyd_screened {g t r : ℂ → Matrix n n ℂ} {E : ℂ}
    (hg : DifferentiableAt ℂ g E) (ht : DifferentiableAt ℂ t E)
    (hr : DifferentiableAt ℂ r E)
    (ut : IsUnit (1 - g E * t E)) (ur : IsUnit (1 - g E * r E)) :
    lloyd (fun z => 1 - g z * t z) E
      = lloyd (fun z => 1 - g z * r z) E
        + lloyd (fun z => 1 - screenedG (g z) (r z) * (t z - r z)) E := by
  have hs : DifferentiableAt ℂ (fun z => 1 - g z * r z) E := (hg.mul hr).const_sub 1
  have hS : DifferentiableAt ℂ
      (fun z => 1 - screenedG (g z) (r z) * (t z - r z)) E :=
    ((differentiableAt_screenedG hg hr ur).mul (ht.sub hr)).const_sub 1
  -- the screened KKR matrix inherits invertibility from the other two
  have uS : IsUnit (1 - screenedG (g E) (r E) * (t E - r E)) := by
    rw [Matrix.isUnit_iff_isUnit_det] at ut ⊢
    rw [kkr_det_factorization (t E) ur] at ut
    exact isUnit_of_mul_isUnit_right ut
  -- invertibility of the reference persists near `E`, and with it the factorization
  have near : ∀ᶠ z in 𝓝 E, IsUnit (1 - g z * r z) :=
    hs.continuousAt.eventually (Units.isOpen.mem_nhds ur)
  have hev : (fun z => 1 - g z * t z) =ᶠ[𝓝 E]
      (fun z => (1 - g z * r z) * (1 - screenedG (g z) (r z) * (t z - r z))) :=
    near.mono fun z hz => kkr_factorization (t z) hz
  exact (lloyd_congr hev).trans (lloyd_mul hs hS ur uS)
```

Set \(A=1-gr\) and \(B=1-G_r(t-r)\). Both are differentiable at \(E\). Since \(\det(1-gt)=\det A\,\det B\) is nonzero there, \(B(E)\) is invertible; this is `uS`.

The factorization must hold near \(E\) before it can be differentiated, while invertibility is assumed only at \(E\). Invertible matrices form an open set and \(A\) is continuous at \(E\), so \(A\) remains invertible nearby. That is `near`, and `hev` is the resulting local equality \(1-gt=AB\). Therefore

\[
L(1-gt)=L(AB)=L(A)+L(B).
\]

For electronic-structure calculations with a finite one-electron KKR matrix, this means that the screened trace alone omits \(L(1-gr)\), which must be added to recover the multiple-scattering trace relative to free space. The single-site contributions to the density of states are still separate.

For a \(1\times1\) matrix the identity is elementary:

\[
1-\frac{g(t-r)}{1-gr}=\frac{1-gt}{1-gr},
\]

and \(L\) is the ordinary logarithmic derivative, which turns the quotient into a difference.

An alternative model would define \(L(M)\) as \((\det M)'/\det M\). Additivity would then follow from the determinant factorization and the scalar product rule, without cyclicity, but Jacobi's formula would be needed to recover the trace.

```lean
/-- Replacing the reference system `r` by `s` changes the screened Lloyd trace by minus the Lloyd
trace of `s` screened by `r`. -/
theorem lloyd_change_of_reference {g t r s : ℂ → Matrix n n ℂ} {E : ℂ}
    (hg : DifferentiableAt ℂ g E) (ht : DifferentiableAt ℂ t E)
    (hr : DifferentiableAt ℂ r E) (hs : DifferentiableAt ℂ s E)
    (ut : IsUnit (1 - g E * t E)) (ur : IsUnit (1 - g E * r E))
    (us : IsUnit (1 - g E * s E)) :
    lloyd (fun z => 1 - screenedG (g z) (r z) * (t z - r z)) E
      = lloyd (fun z => 1 - screenedG (g z) (s z) * (t z - s z)) E
        + lloyd (fun z => 1 - screenedG (g z) (r z) * (s z - r z)) E := by
  have h1 := lloyd_screened hg ht hr ut ur
  have h2 := lloyd_screened hg ht hs ut us
  have h3 := lloyd_screened hg hs hr us ur
  linear_combination h2 - h1 + h3

end

end ScreenedKKRLloyd
```

Let \(s\) be a second reference, also complex differentiable at \(E\), with \(1-gs\) invertible there. Applying the main identity to the pairs \((t,r)\), \((t,s)\) and \((s,r)\) gives

\[
\begin{aligned}
L(1-gt)&=L(1-gr)+L(1-G_r(t-r)),\\
L(1-gt)&=L(1-gs)+L(1-G_s(t-s)),\\
L(1-gs)&=L(1-gr)+L(1-G_r(s-r)).
\end{aligned}
\]

Eliminating the unscreened traces yields

\[
L(1-G_r(t-r))=L(1-G_s(t-s))+L(1-G_r(s-r)).
\]

These equations are `h1`, `h2` and `h3`, and `linear_combination` performs the elimination. The correction between two references does not involve \(t\).

```lean
#print axioms ScreenedKKRLloyd.dyson_iff_screened_dyson
#print axioms ScreenedKKRLloyd.lloyd_screened
#print axioms ScreenedKKRLloyd.lloyd_change_of_reference
```

```
'ScreenedKKRLloyd.dyson_iff_screened_dyson' depends on axioms: [propext, Classical.choice, Quot.sound]
'ScreenedKKRLloyd.lloyd_screened' depends on axioms: [propext, Classical.choice, Quot.sound]
'ScreenedKKRLloyd.lloyd_change_of_reference' depends on axioms: [propext, Classical.choice, Quot.sound]
```
